# The diagonal blocks of a finite unitary matrix split into two regions have kernels of equal dimension

In a unitary $2\times 2$ matrix with rows $(a,b)$ and $(c,d)$, the value $a=0$ forces $|c|=1$, because the first column has norm one, and then $d=0$, because the second row has norm one as well. The file below proves the version for blocks: when a finite unitary matrix is split into two regions, of equal or different sizes, the two diagonal blocks have kernels of the same dimension.

```lean
import Mathlib

open Matrix Module
open scoped ComplexOrder

namespace PerfectTransfer

noncomputable section

variable {m n : Type*} [Fintype m] [Fintype n] [DecidableEq m] [DecidableEq n]

/-- The perfectly transferred states of a region: those for which the block `A`, which
gives the amplitude remaining in the region, yields zero. -/
def transferred {l : Type*} [Fintype l] (A : Matrix l l ℂ) : Submodule ℂ (l → ℂ) :=
  LinearMap.ker A.mulVecLin

/-- A state is perfectly transferred exactly when its remaining amplitude vanishes. -/
theorem mem_transferred {l : Type*} [Fintype l] (A : Matrix l l ℂ) (x : l → ℂ) :
    x ∈ transferred A ↔ A *ᵥ x = 0 := by
  rw [transferred, LinearMap.mem_ker, Matrix.mulVecLin_apply]

/-- Four of the relations between the blocks of a unitary matrix. -/
theorem block_relations {A : Matrix m m ℂ} {B : Matrix m n ℂ} {C : Matrix n m ℂ}
    {D : Matrix n n ℂ} (hU : fromBlocks A B C D ∈ unitaryGroup (m ⊕ n) ℂ) :
    Aᴴ * A + Cᴴ * C = 1 ∧ Bᴴ * A + Dᴴ * C = 0 ∧
      B * Dᴴ + A * Cᴴ = 0 ∧ D * Dᴴ + C * Cᴴ = 1 := by
  have h1 := mem_unitaryGroup_iff'.mp hU
  have h2 := mem_unitaryGroup_iff.mp hU
  rw [star_eq_conjTranspose, fromBlocks_conjTranspose, fromBlocks_multiply,
    ← fromBlocks_one, fromBlocks_inj] at h1 h2
  obtain ⟨a, _, b, _⟩ := h1
  obtain ⟨_, c, _, d⟩ := h2
  exact ⟨a, b, by rw [add_comm]; exact c, by rw [add_comm]; exact d⟩

/-- Conservation of probability: for a state starting in the first region, the weight that
remains and the weight that is transferred add up to the initial weight. -/
theorem probability_conserved {A : Matrix m m ℂ} {B : Matrix m n ℂ} {C : Matrix n m ℂ}
    {D : Matrix n n ℂ} (hU : fromBlocks A B C D ∈ unitaryGroup (m ⊕ n) ℂ) (x : m → ℂ) :
    star (A *ᵥ x) ⬝ᵥ (A *ᵥ x) + star (C *ᵥ x) ⬝ᵥ (C *ᵥ x) = star x ⬝ᵥ x := by
  rw [star_mulVec, star_mulVec, ← dotProduct_mulVec, ← dotProduct_mulVec,
    mulVec_mulVec, mulVec_mulVec, ← dotProduct_add, ← add_mulVec,
    (block_relations hU).1, one_mulVec]

/-- A state is perfectly transferred exactly when its whole weight arrives in the other
region. -/
theorem transferred_iff_full_weight {A : Matrix m m ℂ} {B : Matrix m n ℂ}
    {C : Matrix n m ℂ} {D : Matrix n n ℂ}
    (hU : fromBlocks A B C D ∈ unitaryGroup (m ⊕ n) ℂ) (x : m → ℂ) :
    x ∈ transferred A ↔ star (C *ᵥ x) ⬝ᵥ (C *ᵥ x) = star x ⬝ᵥ x := by
  rw [mem_transferred, ← probability_conserved hU x]
  constructor
  · intro h
    rw [h, dotProduct_zero, zero_add]
  · intro h
    apply dotProduct_star_self_eq_zero.mp
    linear_combination -h

/-- If `P A + Q = R`, then `Q` and `R` act alike on every vector annihilated by `A`. -/
theorem act_alike {k l p : Type*} [Fintype l] [Fintype p] {P : Matrix k l ℂ}
    {A : Matrix l p ℂ} {Q R : Matrix k p ℂ} (h : P * A + Q = R) {x : p → ℂ}
    (hx : A *ᵥ x = 0) : Q *ᵥ x = R *ᵥ x := by
  rw [← h, add_mulVec, ← mulVec_mulVec, hx, mulVec_zero, zero_add]

/-- The transfer block `C` identifies the perfectly transferred states of the first region
with the kernel of the adjoint of `D`; the inverse map is the adjoint of `C`. -/
def transferEquiv {A : Matrix m m ℂ} {B : Matrix m n ℂ} {C : Matrix n m ℂ}
    {D : Matrix n n ℂ} (hU : fromBlocks A B C D ∈ unitaryGroup (m ⊕ n) ℂ) :
    transferred A ≃ₗ[ℂ] transferred Dᴴ where
  toFun x := ⟨C *ᵥ x.1, by
    have hx := (mem_transferred A x.1).mp x.2
    rw [mem_transferred, mulVec_mulVec, act_alike (block_relations hU).2.1 hx, zero_mulVec]⟩
  map_add' x y := Subtype.ext (mulVec_add C x.1 y.1)
  map_smul' c x := Subtype.ext (mulVec_smul C c x.1)
  invFun y := ⟨Cᴴ *ᵥ y.1, by
    have hy := (mem_transferred Dᴴ y.1).mp y.2
    rw [mem_transferred, mulVec_mulVec, act_alike (block_relations hU).2.2.1 hy, zero_mulVec]⟩
  left_inv x := by
    have hx := (mem_transferred A x.1).mp x.2
    apply Subtype.ext
    change Cᴴ *ᵥ (C *ᵥ x.1) = x.1
    rw [mulVec_mulVec, act_alike (block_relations hU).1 hx, one_mulVec]
  right_inv y := by
    have hy := (mem_transferred Dᴴ y.1).mp y.2
    apply Subtype.ext
    change C *ᵥ (Cᴴ *ᵥ y.1) = y.1
    rw [mulVec_mulVec, act_alike (block_relations hU).2.2.2 hy, one_mulVec]

/-- A square matrix and its adjoint have kernels of the same dimension. -/
theorem finrank_transferred_adjoint {l : Type*} [Fintype l] (D : Matrix l l ℂ) :
    finrank ℂ (transferred Dᴴ) = finrank ℂ (transferred D) := by
  -- rank-nullity for both matrices, whose ranks agree
  have h1 := LinearMap.finrank_range_add_finrank_ker D.mulVecLin
  have h2 := LinearMap.finrank_range_add_finrank_ker Dᴴ.mulVecLin
  have h3 : finrank ℂ (LinearMap.range Dᴴ.mulVecLin) =
      finrank ℂ (LinearMap.range D.mulVecLin) := Matrix.rank_conjTranspose D
  unfold transferred
  omega

/-- For a unitary on two regions of possibly different sizes, the spaces of perfectly
transferred states of the two regions have the same dimension. -/
theorem finrank_transferred_eq {A : Matrix m m ℂ} {B : Matrix m n ℂ} {C : Matrix n m ℂ}
    {D : Matrix n n ℂ} (hU : fromBlocks A B C D ∈ unitaryGroup (m ⊕ n) ℂ) :
    finrank ℂ (transferred A) = finrank ℂ (transferred D) :=
  (transferEquiv hU).finrank_eq.trans (finrank_transferred_adjoint D)

/-- One region has a nonzero perfectly transferred state exactly when the other has one. -/
theorem exists_transferred_iff {A : Matrix m m ℂ} {B : Matrix m n ℂ} {C : Matrix n m ℂ}
    {D : Matrix n n ℂ} (hU : fromBlocks A B C D ∈ unitaryGroup (m ⊕ n) ℂ) :
    (∃ x ∈ transferred A, x ≠ 0) ↔ ∃ y ∈ transferred D, y ≠ 0 := by
  have h : transferred A = ⊥ ↔ transferred D = ⊥ := by
    rw [← Submodule.finrank_eq_zero, ← Submodule.finrank_eq_zero, finrank_transferred_eq hU]
  rw [← Submodule.ne_bot_iff, ← Submodule.ne_bot_iff]
  exact not_congr h

/-- The cyclic shift of three levels, split into one level and two levels, is unitary, and
each region has the indicated perfectly transferred state. -/
theorem cyclic_shift_witness :
    fromBlocks !![(0 : ℂ)] !![1, 0] !![0; 1] !![0, 1; 0, 0] ∈
        unitaryGroup (Fin 1 ⊕ Fin 2) ℂ ∧
      ![1] ∈ transferred !![(0 : ℂ)] ∧ ![1, 0] ∈ transferred !![(0 : ℂ), 1; 0, 0] := by
  refine ⟨?_, ?_, ?_⟩
  · rw [mem_unitaryGroup_iff, star_eq_conjTranspose, fromBlocks_conjTranspose,
      fromBlocks_multiply, ← fromBlocks_one, fromBlocks_inj]
    refine ⟨?_, ?_, ?_, ?_⟩ <;> ext i j <;>
      simp only [Matrix.add_apply, Matrix.mul_apply, Matrix.conjTranspose_apply] <;>
      fin_cases i <;> fin_cases j <;> simp [Fin.sum_univ_succ]
  · rw [mem_transferred]
    ext i
    fin_cases i
    simp [Matrix.mulVec, dotProduct]
  · rw [mem_transferred]
    ext i
    fin_cases i <;> simp [Matrix.mulVec, dotProduct, Fin.sum_univ_succ]

/-- Invertibility alone does not suffice: this block matrix has an inverse, yet the kernels
of its diagonal blocks have dimensions one and zero. -/
theorem invertible_not_sufficient :
    fromBlocks (0 : Matrix (Fin 1) (Fin 1) ℂ) 1 1 (1 : Matrix (Fin 1) (Fin 1) ℂ) *
        fromBlocks (-1) 1 1 0 = 1 ∧
      finrank ℂ (transferred (0 : Matrix (Fin 1) (Fin 1) ℂ)) = 1 ∧
      finrank ℂ (transferred (1 : Matrix (Fin 1) (Fin 1) ℂ)) = 0 := by
  refine ⟨?_, ?_, ?_⟩
  · rw [fromBlocks_multiply, ← fromBlocks_one, fromBlocks_inj]
    refine ⟨?_, ?_, ?_, ?_⟩ <;> noncomm_ring
  · have h : transferred (0 : Matrix (Fin 1) (Fin 1) ℂ) = ⊤ := by
      ext x
      simp [mem_transferred]
    rw [h, finrank_top]
    simp
  · have h : transferred (1 : Matrix (Fin 1) (Fin 1) ℂ) = ⊥ := by
      ext x
      simp [mem_transferred]
    rw [h, finrank_bot]

end

end PerfectTransfer
```

```lean
#print axioms PerfectTransfer.transferred_iff_full_weight
#print axioms PerfectTransfer.exists_transferred_iff
#print axioms PerfectTransfer.invertible_not_sufficient
```

```
'PerfectTransfer.transferred_iff_full_weight' depends on axioms: [propext, Classical.choice, Quot.sound]
'PerfectTransfer.exists_transferred_iff' depends on axioms: [propext, Classical.choice, Quot.sound]
'PerfectTransfer.invertible_not_sufficient' depends on axioms: [propext, Classical.choice, Quot.sound]
```

## Two regions and one application of the unitary

Let the basis states of a finite quantum system be divided into a first region, labelled by a finite set $m$, and a second region, labelled by a finite set $n$. A unitary $U$ acting on the whole system then has the form

$$
U=\begin{pmatrix}A&B\\ C&D\end{pmatrix},\qquad
U\begin{pmatrix}x\\0\end{pmatrix}=\begin{pmatrix}Ax\\Cx\end{pmatrix},\qquad
U\begin{pmatrix}0\\y\end{pmatrix}=\begin{pmatrix}By\\Dy\end{pmatrix}.
$$

For a state $x$ that starts in the first region, $Ax$ is the amplitude that remains there and $Cx$ is the amplitude that arrives in the second. The state is perfectly transferred if $Ax=0$. Likewise, a state $y$ of the second region is perfectly transferred if $Dy=0$. The main theorem, `finrank_transferred_eq`, says that

$$
\dim\ker A=\dim\ker D .
$$

Each region therefore has equally many linearly independent states that leave it completely in one application of $U$, even if one region is much larger than the other. The corollary `exists_transferred_iff` extracts the yes-or-no version: one region has a nonzero perfectly transferred state exactly when the other has one.

In Lean, a state of the first region is a function `m → ℂ`, and the whole system is indexed by the disjoint union `m ⊕ n`. The matrix $U$ is `fromBlocks A B C D`, and the physical hypothesis is its membership in `unitaryGroup (m ⊕ n) ℂ`. The types of `A` and `D` make the diagonal blocks square, while `B` and `C` may be rectangular. The subspace `transferred A` is the kernel of `A`, and `finrank ℂ` is its complex dimension. The adjoint, written $A^\dagger$ here, is `Aᴴ` in the code.

Vectors are not normalised, and the zero vector belongs to every kernel. The expression `star x ⬝ᵥ x` is the squared norm $|x|^2$. For $x\neq 0$ the probability of remaining is $|Ax|^2/|x|^2$ and the probability of transfer is $|Cx|^2/|x|^2$.

Unitarity is assumed and not derived from a Hamiltonian; it stands for a closed system in which no probability is lost. The theorem concerns a single application of $U$, so a transferred state may well return at the next one. It also counts only exact transfer and gives no estimate for states that almost leave.

One place where this structure occurs is lossless single-particle scattering at fixed energy between two leads with finitely many open channels. Let the amplitudes be normalised to unit flux, and let the incoming and the outgoing channels both be grouped by lead, in the same order. The scattering matrix is then unitary, its diagonal blocks describe reflection, and the theorem says that the two leads have equally many linearly independent reflectionless inputs.

## Transfer carries the whole norm

The equations $U^\dagger U=1$ and $UU^\dagger=1$ each consist of four block equations. The argument needs two from each:

$$
A^\dagger A+C^\dagger C=1,\qquad B^\dagger A+D^\dagger C=0,
$$
$$
BD^\dagger+AC^\dagger=0,\qquad DD^\dagger+CC^\dagger=1 .
$$

The lemma `block_relations` obtains them by multiplying out the blocks and comparing entries of the block matrices with `fromBlocks_inj`.

Placing the first relation between $x^\dagger$ and $x$ gives conservation of probability:

$$
|Ax|^2+|Cx|^2=x^\dagger(A^\dagger A+C^\dagger C)x=|x|^2 .
$$

This is `probability_conserved`, whose rewriting steps collect the two squared norms into one matrix expression and then replace that expression by the identity.

It follows that $Ax=0$ exactly when $|Cx|^2=|x|^2$. In one direction the first term vanishes. In the other, subtraction leaves $|Ax|^2=0$, and only the zero vector has norm zero. The theorem `transferred_iff_full_weight` records this equivalence, which justifies the name given to the kernel: a normalised state in $\ker A$ arrives in the second region with probability one. The dimension count itself uses the block relations directly.

## Departures from one region, arrivals in the other

Suppose that $Ax=0$. The second block relation gives

$$
D^\dagger Cx=-B^\dagger Ax=0,
$$

so $C$ maps $\ker A$ into $\ker D^\dagger$. Conversely, if $D^\dagger y=0$, the third relation gives

$$
AC^\dagger y=-BD^\dagger y=0,
$$

so $C^\dagger$ maps $\ker D^\dagger$ into $\ker A$. The remaining two relations show that these maps undo each other:

$$
C^\dagger Cx=x-A^\dagger Ax=x,\qquad
CC^\dagger y=y-DD^\dagger y=y .
$$

Hence $\ker A$ and $\ker D^\dagger$ have the same dimension.

The space $\ker D^\dagger$ has a direct physical reading. Since

$$
U^\dagger\begin{pmatrix}0\\y\end{pmatrix}=\begin{pmatrix}C^\dagger y\\D^\dagger y\end{pmatrix},
$$

the condition $D^\dagger y=0$ says that $y$, traced back by one application, came entirely from the first region. The map $C$ thus pairs states that leave the first region completely with states of the second region that have arrived completely from outside.

The theorem, however, concerns states that leave the second region, which form $\ker D$. Here the squareness of $D$ enters. The matrices $D$ and $D^\dagger$ have the same rank, and both act on a space of dimension $|n|$, the number of labels in $n$. By rank-nullity,

$$
\dim\ker D^\dagger=|n|-\operatorname{rank}D^\dagger=|n|-\operatorname{rank}D=\dim\ker D .
$$

The lemma `finrank_transferred_adjoint` follows the same route. It states rank-nullity for each matrix, takes the equality of ranks from `Matrix.rank_conjTranspose`, and leaves the arithmetic of natural numbers to `omega`. The main theorem then joins the two equalities of dimension. For the corollary, a kernel contains a nonzero vector exactly when it is not the zero subspace, that is, when its dimension is not zero.

## A linear equivalence between two kernels

The proof turns on `transferEquiv`, which has the type `transferred A ≃ₗ[ℂ] transferred Dᴴ`. Such an object is a linear map bundled with an inverse and with proofs that the two compositions are identities. Once it exists, `finrank_eq` turns it into an equality of dimensions, and no basis of either kernel has to be chosen.

The two sides of the equivalence are subspaces used as types. An element `x` of `transferred A` is a vector `x.1` together with a proof `x.2` that it lies in the kernel. To define `toFun`, it is therefore not enough to give the vector $Cx$; a proof of $D^\dagger Cx=0$ has to accompany it. The field `invFun` has the same form, with $C^\dagger y$ and a proof of $AC^\dagger y=0$. The fields `left_inv` and `right_inv` hold the two cancellations. There `Subtype.ext` reduces an equality of kernel elements to an equality of their vectors, since the accompanying proofs do not matter for equality.

All four calculations have one pattern, which `act_alike` isolates: if $PA+Q=R$ and $Ax=0$, then $Qx=Rx$. With $R=0$ it shows that an image lies in the required kernel, and with $R=1$ it shows that a vector is recovered. For the two calculations that start from $y$, the matrix called `A` in this lemma is $D^\dagger$.

## A cycle through one level and two levels

The theorem `cyclic_shift_witness` gives a case with regions of different size. Call the level of the first region $p$ and the levels of the second $q_0$ and $q_1$, with subscripts that match the indices of `Fin 2`. The matrix moves them around a cycle:

$$
p\to q_1\to q_0\to p .
$$

The state $p$ leaves the first region, and $q_0$ leaves the second. These are the vectors `![1]` and `![1, 0]` in the statement, and both are normalised. The state $q_1$ moves within the second region and is not transferred.

The example also shows why the adjoint appears in the equivalence. The block $C$ sends $p$ to $q_1$, which lies in $\ker D^\dagger$ but not in $\ker D$. The state that arrives in the second region is different from the state that leaves it next, and only the dimensions of the two kernels agree.

## An invertible matrix with unequal kernels

If unitarity is weakened to invertibility, the conclusion fails already for two levels. The theorem `invertible_not_sufficient` uses

$$
\begin{pmatrix}0&1\\1&1\end{pmatrix}
\begin{pmatrix}-1&1\\1&0\end{pmatrix}=
\begin{pmatrix}1&0\\0&1\end{pmatrix}.
$$

The first matrix has diagonal blocks $A=0$ and $D=1$, whose kernels have dimensions one and zero. The step that breaks is the one that places $Cx$ in $\ker D^\dagger$: here $B^\dagger A+D^\dagger C=1$ instead of $0$, because the two columns are not orthogonal. The first basis state still goes wholly to the second level, but no nonzero state of the second level leaves it completely.

Finiteness matters too, as an argument by hand shows for a chain of sites labelled by all integers, which the file's finite index sets exclude. Let a unitary shift move every site one step to the right, and cut the chain between $-1$ and $0$. The site $-1$ leaves the left half, so that half has a one-dimensional space of perfectly transferred states, while nothing leaves the right half. The pairing of departures with arrivals survives, since site $-1$ is sent to site $0$. What fails is the last step: on the infinite right half, $D$ has kernel zero while $D^\dagger$ annihilates the state at site $0$.
